# Cubic error bound on the short-time expansion of the single-mode independent boson cumulant

The theorem `short_time_bound` concerns the cumulant S[(n + 1)(e^(−iwt) − 1) + n(e^(iwt) − 1)] of the independent boson model, for one mode of frequency w > 0 with Bose occupation n at temperature T > 0 and coupling strength S ≥ 0, in units with ħ = k_B = 1. It states that, when |wt| ≤ 1, the cumulant differs from −iSwt − Sw² coth(w/2T) t²/2 by at most S coth(w/2T) |wt|³. The attempt replaces coth(w/2T) by 2n + 1 and writes the difference as S times a sum of two second-order exponential remainders, with weights n + 1 and n. It then means to cancel the factor S, apply the triangle inequality and bound each remainder by |wt|³.

Lean 4 with Mathlib refuses this proof:

```lean
import Mathlib

open Filter Topology
open Complex (I)

namespace IndependentBosonGaussianLine

noncomputable section

/-- Bose occupation of a mode of frequency `w` at temperature `T` (units with ħ = k_B = 1). -/
def bose (w T : ℝ) : ℝ := 1 / (Real.exp (w / T) - 1)

/-- The hyperbolic cotangent. -/
def coth (x : ℝ) : ℝ := Real.cosh x / Real.sinh x

/-- The independent boson cumulant at time `t` for coupling strength `S`: phonon emission
with weight `n + 1` and phonon absorption with weight `n`. -/
def cumulant (S w T t : ℝ) : ℂ :=
  S * (((bose w T : ℂ) + 1) * (Complex.exp (-I * w * t) - 1)
    + (bose w T : ℂ) * (Complex.exp (I * w * t) - 1))

/-- The Bose occupation of a mode of positive frequency is nonnegative. -/
theorem bose_nonneg {w T : ℝ} (hw : 0 < w) (hT : 0 < T) : 0 ≤ bose w T := by
  have h : 1 < Real.exp (w / T) := Real.one_lt_exp_iff.2 (div_pos hw hT)
  exact div_nonneg zero_le_one (by linarith)

/-- The sum of the emission and absorption weights is `2n + 1 = coth (w / 2T)`. -/
theorem two_bose_add_one {w T : ℝ} (hw : 0 < w) (hT : 0 < T) :
    2 * bose w T + 1 = coth (w / (2 * T)) := by
  have hx : 0 < w / (2 * T) := by positivity
  have hd : w / T = w / (2 * T) + w / (2 * T) := by
    have := hT.ne'
    field_simp
    try ring
  unfold bose coth
  rw [hd, Real.exp_add]
  have hs : 0 < Real.sinh (w / (2 * T)) := Real.sinh_pos_iff.2 hx
  have ha : 1 < Real.exp (w / (2 * T)) := Real.one_lt_exp_iff.2 hx
  have hc := Real.cosh_eq (w / (2 * T))
  have hsh := Real.sinh_eq (w / (2 * T))
  have hm : Real.exp (w / (2 * T)) * Real.exp (-(w / (2 * T))) = 1 := by
    rw [← Real.exp_add, add_neg_cancel, Real.exp_zero]
  generalize Real.exp (w / (2 * T)) = a at *
  generalize Real.exp (-(w / (2 * T))) = b at *
  have hD : a * a - 1 ≠ 0 := by nlinarith
  have e : 2 * (1 / (a * a - 1)) + 1 = (a * a + 1) / (a * a - 1) := by
    rw [eq_div_iff hD]
    linear_combination 2 * one_div_mul_cancel hD
  rw [e, div_eq_div_iff hD hs.ne', hc, hsh]
  linear_combination (-a) * hm

/-- The exponential differs from its second-order expansion by at most `‖z‖³` in the
unit disc. -/
theorem exp_remainder {z : ℂ} (hz : ‖z‖ ≤ 1) :
    ‖Complex.exp z - 1 - z - z ^ 2 / 2‖ ≤ ‖z‖ ^ 3 := by
  have h := Complex.exp_bound hz (n := 3) (by norm_num)
  have e : ∑ m ∈ Finset.range 3, z ^ m / (m.factorial : ℂ) = 1 + z + z ^ 2 / 2 := by
    simp [Finset.sum_range_succ, Nat.factorial]
  rw [e] at h
  rw [show Complex.exp z - 1 - z - z ^ 2 / 2 = Complex.exp z - (1 + z + z ^ 2 / 2) by ring]
  exact h.trans (mul_le_of_le_one_right (by positivity) (by norm_num [Nat.factorial]))

/-- For `|wt| ≤ 1` the cumulant differs from its quadratic short-time form by at most
`S coth (w / 2T) |wt|³`. -/
theorem short_time_bound {S w T t : ℝ} (hw : 0 < w) (hT : 0 < T) (hS : 0 ≤ S)
    (ht : |w * t| ≤ 1) :
    ‖cumulant S w T t + I * ((S * w * t : ℝ) : ℂ)
        + ((S * w ^ 2 * coth (w / (2 * T)) * t ^ 2 / 2 : ℝ) : ℂ)‖
      ≤ S * coth (w / (2 * T)) * |w * t| ^ 3 := by
  have hn := bose_nonneg hw hT
  rw [← two_bose_add_one hw hT]
  have hz : ‖I * w * t‖ = |w * t| := by simp [abs_mul]
  have r1 := exp_remainder (z := I * w * t) (by rw [hz]; exact ht)
  have r2 := exp_remainder (z := -(I * w * t)) (by rw [norm_neg, hz]; exact ht)
  rw [norm_neg] at r2
  rw [hz] at r1 r2
  -- the deviation is a thermal combination of exponential remainders
  have e : cumulant S w T t + I * ((S * w * t : ℝ) : ℂ)
        + ((S * w ^ 2 * (2 * bose w T + 1) * t ^ 2 / 2 : ℝ) : ℂ)
      = (S : ℂ) * (((bose w T + 1 : ℝ) : ℂ)
          * (Complex.exp (-(I * w * t)) - 1 - -(I * w * t) - (-(I * w * t)) ^ 2 / 2)
        + (bose w T : ℂ) * (Complex.exp (I * w * t) - 1 - I * w * t - (I * w * t) ^ 2 / 2)) := by
    unfold cumulant
    rw [show -I * w * t = -(I * w * t) by ring]
    push_cast
    linear_combination ((S : ℂ) * w ^ 2 * t ^ 2 * (2 * bose w T + 1) / 2) * Complex.I_sq
  rw [e, norm_mul, Complex.norm_real, Real.norm_of_nonneg hS, mul_assoc]
  refine mul_le_mul_of_nonneg_left ((norm_add_le _ _).trans ?_) hS
  rw [norm_mul, norm_mul, Complex.norm_real, Complex.norm_real, Real.norm_of_nonneg hn,
    Real.norm_of_nonneg (by linarith : 0 ≤ bose w T + 1)]
  have m1 := mul_le_mul_of_nonneg_left r1 hn
  have m2 := mul_le_mul_of_nonneg_left r2 (by linarith : 0 ≤ bose w T + 1)
  linarith

end

end IndependentBosonGaussianLine
```

Messages:

```
Main.lean:88:37: error: typeclass instance problem is stuck
  SeminormedAddGroup ?m.557

Note: Lean will not try to resolve this typeclass instance problem because the type argument to `SeminormedAddGroup` is a metavariable. This argument must be fully determined before Lean will try to resolve the typeclass.

Hint: Adding type annotations and supplying implicit arguments to functions can give Lean more information for typeclass resolution. For example, if you have a variable `x` that you intend to be a `Nat`, but Lean reports it as having an unresolved type like `?m`, replacing `x` with `(x : Nat)` can get typeclass resolution un-stuck.
```

Diagnosis. The message says that Lean reached `norm_add_le` without knowing in which type the norm was taken, so it could not find the `SeminormedAddGroup` instance. The source is the bare `mul_assoc` one line earlier. `rw` takes the first product of the form `a * b * c` it meets, which here is `I * w * t` inside the norm on the left. The right side therefore stays grouped as `(S * (2 * bose w T + 1)) * |w * t| ^ 3`, whereas `mul_le_mul_of_nonneg_left` with `hS` needs `S` as the left factor on both sides. The goal does not fit the lemma, and so cannot tell `norm_add_le` its type.

Writing `mul_assoc S` restricts the rewrite to products beginning with `S`, which regroups the right side as required. The repair also splits the `refine` in two, so that `S` is cancelled first and `norm_add_le` then meets an explicit inequality between norms. The split alone would not have cured the wrong grouping; with the grouping right, it mainly makes the step plainer.

Fix (accepted with no message):

```diff
@@ -85,6 +85,7 @@
     push_cast
     linear_combination ((S : ℂ) * w ^ 2 * t ^ 2 * (2 * bose w T + 1) / 2) * Complex.I_sq
-  rw [e, norm_mul, Complex.norm_real, Real.norm_of_nonneg hS, mul_assoc]
-  refine mul_le_mul_of_nonneg_left ((norm_add_le _ _).trans ?_) hS
+  rw [e, norm_mul, Complex.norm_real, Real.norm_of_nonneg hS, mul_assoc S]
+  refine mul_le_mul_of_nonneg_left ?_ hS
+  refine (norm_add_le _ _).trans ?_
   rw [norm_mul, norm_mul, Complex.norm_real, Complex.norm_real, Real.norm_of_nonneg hn,
     Real.norm_of_nonneg (by linarith : 0 ≤ bose w T + 1)]
```
